# The extrapolation weights of a multi-product formula alternate in sign

Let $S(t)$ be one step of a symmetric second-order splitting of the propagator $e^{-iHt}$, with $H$ a finite Hermitian matrix that is split into Hermitian parts. Its error is $t^3 C + O(t^4)$ for some matrix $C$. Two steps of half the length cover the same time with error $2(t/2)^3 C + O(t^4) = \tfrac14 t^3 C + O(t^4)$. A weighted sum $a_0\,S(t) + a_1\,S(t/2)^2$ agrees with the propagator up to $O(t^4)$, so that the $t^3$ error is removed, if

$$a_0 + a_1 = 1, \qquad a_0 + \tfrac14 a_1 = 0 .$$

The solution is $a_0 = -\tfrac13$, $a_1 = \tfrac43$. The cruder approximation is subtracted, and the finer one is counted more than once. Because the splitting is symmetric, $S(-t) = S(t)^{-1}$, the $t^4$ error cancels under the same two conditions, and the remaining error is in fact $O(t^5)$.

## Signs from counting the larger step numbers

Take $m$ branches $S(t/k_j)^{k_j}$ with step numbers $0 < k_0 < k_1 < \dots < k_{m-1}$. Extrapolating in $1/k^2$ to zero gives branch $j$ the weight

$$a_j = \prod_{l \neq j} \frac{k_j^2}{k_j^2 - k_l^2},$$

which is taken here as the definition. Each factor falls into one of two cases.

- If $l < j$, then $0 < k_j^2 - k_l^2 < k_j^2$, so the factor exceeds one.
- If $l > j$, then $k_j^2 - k_l^2 < 0$, so the factor is negative.

The indices above $j$ are $j+1, \dots, m-1$, which makes $m-1-j$ negative factors. Hence $a_j$ is nonzero and has the sign $s_j = (-1)^{m-1-j}$. Moving from $j$ to $j+1$ changes the exponent by one, so neighbouring weights have opposite signs.

Now let $m \ge 2$. For $j = m-2$ the exponent is 1, so $a_{m-2} < 0$, and the weights cannot be those of a convex combination. For $j = m-1$ every factor exceeds one and there is at least one factor, so $a_{m-1} > 1$. With a single branch the product is empty and the only weight is 1.

The signs matter for the norm. A convex combination of norm-preserving maps never increases the norm, by the triangle inequality. The extrapolation weights give no such guarantee. Suppose that $m \ge 2$ and that branch $j$ acts on a state $\psi \neq 0$ as multiplication by $s_j$, which preserves the norm. Then

$$\Big\|\sum_j a_j s_j \psi\Big\| = \Big(\sum_j |a_j|\Big)\|\psi\| \ge a_{m-1}\|\psi\| > \|\psi\| .$$

For step numbers 1 and 2 the amplification is $\tfrac13 + \tfrac43 = \tfrac53$.

Nonnegative weights $w_j$ with sum one would avoid this, but they leave the $t^3$ error in place whenever $C \neq 0$. Branch $j$ has the error $k_j (t/k_j)^3 C + O(t^4) = t^3 C/k_j^2 + O(t^4)$, so the weighted sum has the error $t^3 C \sum_j w_j/k_j^2 + O(t^4)$. The terms $w_j/k_j^2$ are nonnegative, and at least one is positive because the weights do not all vanish.

For Hamiltonian simulation this means that unitarity of the branches alone does not bound the norm of their extrapolated sum by one; the argument shows it with branches idealised as global signs, and does not say that a particular splitting amplifies a particular state.

## The weights and their signs in Lean

```lean
import Mathlib

open Finset

namespace MultiProductSigns

noncomputable section
```

The step numbers are a function `k : Fin m → ℝ`, so branches are counted from zero, as above. They may be any positive reals, although an actual branch needs a whole number of steps. The set `univ.erase j` contains all branches except $j$.

```lean
/-- The extrapolation weight of the branch with step number `k j` in a multi-product formula:
the product over all other branches `l` of `k_j² / (k_j² - k_l²)`. -/
def mpfWeight {m : ℕ} (k : Fin m → ℝ) (j : Fin m) : ℝ :=
  ∏ l ∈ univ.erase j, k j ^ 2 / (k j ^ 2 - k l ^ 2)
```

The next two lemmas are the two cases for a single factor. In the first, the denominator is shown to be positive and is then multiplied out, which leaves $y^2 - x^2 < y^2$. In the second, a positive number is divided by a negative one.

```lean
/-- A branch with a smaller step number `x` contributes a factor larger than one to the weight
of the branch with step number `y`. -/
theorem one_lt_factor {x y : ℝ} (hx : 0 < x) (hxy : x < y) :
    1 < y ^ 2 / (y ^ 2 - x ^ 2) := by
  have hd : 0 < y ^ 2 - x ^ 2 := by nlinarith
  rw [lt_div_iff₀ hd]
  nlinarith [pow_pos hx 2]

/-- A branch with a larger step number `y` contributes a negative factor to the weight of the
branch with step number `x`. -/
theorem factor_neg {x y : ℝ} (hx : 0 < x) (hxy : x < y) :
    x ^ 2 / (x ^ 2 - y ^ 2) < 0 := by
  have hd : x ^ 2 - y ^ 2 < 0 := by nlinarith
  exact div_neg_of_pos_of_neg (pow_pos hx 2) hd
```

The sign theorem states that $(-1)^{m-1-j} a_j > 0$, which says at once that $a_j$ is nonzero and which sign it has. The hypotheses `hpos` and `StrictMono k` express $0 < k_0 < \dots < k_{m-1}$. The exponent uses subtraction of natural numbers, which is the ordinary one here because $j \le m-1$.

The proof does the counting by distributing the signs. It writes $(-1)^{m-1-j}$ as a product over $l \neq j$ with a factor $-1$ for each $l > j$ and $1$ otherwise; `Fin.card_Ioi` supplies the number of indices above $j$. Merging this product with the one in the weight makes every factor positive, by the two lemmas above.

```lean
/-- For increasing positive step numbers, the weight of branch `j` (counted from zero) is nonzero
and has the sign `(-1)^(m-1-j)`. -/
theorem mpfWeight_sign {m : ℕ} {k : Fin m → ℝ} (hpos : ∀ j, 0 < k j) (hk : StrictMono k)
    (j : Fin m) : 0 < (-1 : ℝ) ^ (m - 1 - (j : ℕ)) * mpfWeight k j := by
  -- distribute one minus sign to each branch with a larger step number
  have h : (-1 : ℝ) ^ (m - 1 - (j : ℕ)) =
      ∏ l ∈ univ.erase j, (if j < l then (-1 : ℝ) else 1) := by
    have hs : (univ.erase j).filter (fun l => j < l) = Finset.Ioi j := by
      ext l
      simp only [mem_filter, mem_erase, mem_univ, and_true, mem_Ioi]
      exact ⟨fun h => h.2, fun h => ⟨h.ne', h⟩⟩
    rw [prod_ite, prod_const_one, mul_one, prod_const, hs, Fin.card_Ioi]
  rw [h, mpfWeight, ← prod_mul_distrib]
  -- every factor is now positive
  apply prod_pos
  intro l hl
  rcases lt_or_gt_of_ne (ne_of_mem_erase hl) with hlt | hgt
  · rw [if_neg (not_lt_of_gt hlt), one_mul]
    linarith [one_lt_factor (hpos l) (hk hlt)]
  · rw [if_pos hgt]
    linarith [factor_neg (hpos j) (hk hgt)]
```

For neighbours with $j = i + 1$, write $p = (-1)^{m-1-j}$. The sign theorem gives $-p\,a_i > 0$ and $p\,a_j > 0$. Multiplying these and using $p = \pm 1$ yields $a_i a_j < 0$.

```lean
/-- For increasing positive step numbers, the neighbouring branches `i` and `j = i + 1` carry
weights of opposite sign. -/
theorem mpfWeight_alternates {m : ℕ} {k : Fin m → ℝ} (hpos : ∀ j, 0 < k j)
    (hk : StrictMono k) (i j : Fin m) (hij : (j : ℕ) = i + 1) :
    mpfWeight k i * mpfWeight k j < 0 := by
  have hi := mpfWeight_sign hpos hk i
  have hj := mpfWeight_sign hpos hk j
  have e : m - 1 - (i : ℕ) = (m - 1 - (j : ℕ)) + 1 := by
    have := j.isLt
    omega
  rw [e, pow_succ] at hi
  rcases neg_one_pow_eq_or ℝ (m - 1 - (j : ℕ)) with h | h
  · rw [h] at hi hj
    nlinarith [mul_pos hi hj]
  · rw [h] at hi hj
    nlinarith [mul_pos hi hj]
```

## Convexity, norm and leading error

The set `stdSimplex ℝ (Fin m)` consists of the weight vectors with nonnegative entries and sum one, which are exactly the weights of convex combinations. The proof exhibits a negative entry at $m-2$, which violates the first condition. Whether the weights sum to one plays no role. Here and in the next two theorems the step numbers are again assumed positive and increasing.

```lean
/-- With at least two branches, the extrapolation weights are not the weights of a convex
combination: they lie outside the standard simplex because one of them is negative. -/
theorem mpfWeight_not_convex {m : ℕ} (hm : 2 ≤ m) {k : Fin m → ℝ} (hpos : ∀ j, 0 < k j)
    (hk : StrictMono k) :
    (∃ j, mpfWeight k j < 0) ∧ mpfWeight k ∉ stdSimplex ℝ (Fin m) := by
  -- the branch with the second-largest step number has a negative weight
  have hneg : mpfWeight k ⟨m - 2, by omega⟩ < 0 := by
    have h := mpfWeight_sign hpos hk ⟨m - 2, by omega⟩
    have e : m - 1 - (m - 2) = 1 := by omega
    dsimp only at h
    rw [e, pow_one] at h
    linarith
  exact ⟨⟨_, hneg⟩, fun h => absurd (h.1 ⟨m - 2, by omega⟩) (not_le_of_gt hneg)⟩
```

For the largest step number, the product is compared factor by factor with a product of ones. The strict inequality needs a nonempty index set, and `hne` provides it from $m \ge 2$.

```lean
/-- With at least two branches, the weight of the branch with the largest step number
exceeds one. -/
theorem one_lt_mpfWeight_last {m : ℕ} (hm : 2 ≤ m) {k : Fin m → ℝ} (hpos : ∀ j, 0 < k j)
    (hk : StrictMono k) : 1 < mpfWeight k ⟨m - 1, by omega⟩ := by
  have hne : (univ.erase (⟨m - 1, by omega⟩ : Fin m)).Nonempty := by
    refine ⟨⟨0, by omega⟩, mem_erase.mpr ⟨?_, mem_univ _⟩⟩
    intro h
    have h' := congrArg Fin.val h
    dsimp only at h'
    omega
  calc (1 : ℝ) = ∏ _l ∈ univ.erase (⟨m - 1, by omega⟩ : Fin m), (1 : ℝ) := by
        rw [prod_const_one]
    _ < mpfWeight k ⟨m - 1, by omega⟩ := by
        unfold mpfWeight
        apply prod_lt_prod_of_nonempty (fun _ _ => one_pos) _ hne
        intro l hl
        apply one_lt_factor (hpos l) (hk _)
        have h1 : (l : ℕ) ≠ m - 1 := fun h => ne_of_mem_erase hl (Fin.ext h)
        have h2 := l.isLt
        rw [Fin.lt_def]
        dsimp only
        omega
```

In the norm statement, `E` is any real normed space, which includes a complex Hilbert space regarded as a real one. The step `hsum` collects the sum into a single multiple of $\psi$. The step `hbig` bounds that multiple below by its last term, since all the other terms are positive.

```lean
/-- With at least two branches and increasing positive step numbers, if branch `j` acts on a nonzero
vector `ψ` as the sign `(-1)^(m-1-j)`, the sum of the branches with the extrapolation weights has a
strictly larger norm than `ψ`. -/
theorem mpf_amplifies_norm {m : ℕ} (hm : 2 ≤ m) {k : Fin m → ℝ} (hpos : ∀ j, 0 < k j)
    (hk : StrictMono k) {E : Type*} [NormedAddCommGroup E] [NormedSpace ℝ E]
    {ψ : E} (hψ : ψ ≠ 0) :
    ‖ψ‖ < ‖∑ j : Fin m, mpfWeight k j • ((-1 : ℝ) ^ (m - 1 - (j : ℕ)) • ψ)‖ := by
  -- the signs align all weights, so the sum is a multiple of the state
  have hsum : ∑ j : Fin m, mpfWeight k j • ((-1 : ℝ) ^ (m - 1 - (j : ℕ)) • ψ) =
      (∑ j : Fin m, (-1 : ℝ) ^ (m - 1 - (j : ℕ)) * mpfWeight k j) • ψ := by
    rw [sum_smul]
    refine sum_congr rfl fun j _ => ?_
    rw [smul_smul, mul_comm]
  -- the last weight alone already exceeds one
  have hbig : 1 < ∑ j : Fin m, (-1 : ℝ) ^ (m - 1 - (j : ℕ)) * mpfWeight k j := by
    have h := single_le_sum
      (f := fun j : Fin m => (-1 : ℝ) ^ (m - 1 - (j : ℕ)) * mpfWeight k j)
      (fun j _ => (mpfWeight_sign hpos hk j).le) (mem_univ (⟨m - 1, by omega⟩ : Fin m))
    dsimp only at h
    rw [Nat.sub_self, pow_zero, one_mul] at h
    exact lt_of_lt_of_le (one_lt_mpfWeight_last hm hpos hk) h
  rw [hsum, norm_smul, Real.norm_eq_abs, abs_of_pos (by linarith)]
  nlinarith [norm_pos_iff.mpr hψ]
```

The obstruction for nonnegative weights needs neither ordered step numbers nor normalised weights. The theorem concerns only the number $\sum_j w_j/k_j^2$. That this number multiplies $t^3 C$ in the error of a normalised weighted sum follows from the expansion of the splitting, which is not formalised here; neither are the order conditions behind the formula for $a_j$.

```lean
/-- For positive step numbers `k_j` and nonnegative weights `w_j` that are not all zero, the sum `∑
w_j / k_j²` is strictly positive. -/
theorem nonneg_weights_leave_error {m : ℕ} {k w : Fin m → ℝ} (hpos : ∀ j, 0 < k j)
    (hw : ∀ j, 0 ≤ w j) (hne : w ≠ 0) : 0 < ∑ j, w j / k j ^ 2 := by
  obtain ⟨j, hj⟩ := Function.ne_iff.mp hne
  have hj' : 0 < w j := lt_of_le_of_ne (hw j) (Ne.symm hj)
  exact sum_pos' (fun i _ => div_nonneg (hw i) (pow_pos (hpos i) 2).le)
    ⟨j, mem_univ j, div_pos hj' (pow_pos (hpos j) 2)⟩
```

The last theorem evaluates the definition for step numbers 1 and 2 and recovers the weights found at the start from the two linear equations.

```lean
/-- For the step numbers 1 and 2 the extrapolation weights are `-1/3` and `4/3`. -/
theorem mpfWeight_one_two :
    mpfWeight (m := 2) ![1, 2] 0 = -1 / 3 ∧ mpfWeight (m := 2) ![1, 2] 1 = 4 / 3 := by
  have h0 : univ.erase (0 : Fin 2) = {1} := by decide
  have h1 : univ.erase (1 : Fin 2) = {0} := by decide
  constructor
  · rw [mpfWeight, h0, prod_singleton]
    norm_num
  · rw [mpfWeight, h1, prod_singleton]
    norm_num

end

end MultiProductSigns
```

```lean
#print axioms MultiProductSigns.mpfWeight_alternates
#print axioms MultiProductSigns.mpf_amplifies_norm
#print axioms MultiProductSigns.nonneg_weights_leave_error
#print axioms MultiProductSigns.mpfWeight_one_two
```

```
'MultiProductSigns.mpfWeight_alternates' depends on axioms: [propext, Classical.choice, Quot.sound]
'MultiProductSigns.mpf_amplifies_norm' depends on axioms: [propext, Classical.choice, Quot.sound]
'MultiProductSigns.nonneg_weights_leave_error' depends on axioms: [propext, Classical.choice, Quot.sound]
'MultiProductSigns.mpfWeight_one_two' depends on axioms: [propext, Classical.choice, Quot.sound]
```
